# The Majorana shadow channel averaged over label permutations has eigenvalue $\binom{n}{k}/\binom{2n}{2k}$ on strings of length $2k$

## A biased energy from noiseless shots

Suppose a fermionic state is measured by applying a random permutation of its Majorana operators, reading the occupation numbers, and undoing the permutation in software. Averaging the resulting snapshots does not, in general, return the state. With four modes, every expectation value of a product of two different Majorana operators comes out too small by a factor of 7, and every one of four different operators by a factor of $35/3$. An energy generally combines strings of both lengths with a constant that is not reduced at all, so in general no common rescaling repairs the total. The factor is needed for each string length.

## Strings, permutations and occupation measurements

Each mode $i$ of $n$ fermionic modes has two Hermitian Majorana operators, $\gamma_{(i,0)}$ and $\gamma_{(i,1)}$, so there are $2n$ labels. Each operator squares to one, and different ones anticommute. For a set $Q$ of labels, the string $\gamma_Q$ is the product of its operators in a fixed order. The strings form a basis, and an operator is given by its coefficients $A(Q)$. For a density matrix, $A(Q)$ is the expectation value of $\gamma_Q$ up to a known phase and normalisation.

A permutation $\sigma$ of the labels turns $\gamma_Q$ into $\pm\gamma_{\sigma Q}$, with a sign from reordering. The occupation of mode $i$ involves only the product $\gamma_{(i,0)}\gamma_{(i,1)}$. An occupation measurement therefore keeps the strings made of complete pairs and deletes the rest. The shadow channel rotates, measures, rotates back and averages uniformly over all $(2n)!$ permutations.

## What is stated, and in which terms

`Label n` is `Fin n × Fin 2`, replacing the usual numbering $\gamma_1,\dots,\gamma_{2n}$. `move σ Q` is $\sigma Q$. `IsPaired` means that both labels of each mode are present or neither is; it has nothing to do with Cooper pairing. `pairedFraction Q` is the fraction of permutations for which $\sigma Q$ is paired.

The theorems say the following.

- `pairedFraction_eq`: if $|Q|=2k$, the fraction is $\binom{n}{k}/\binom{2n}{2k}$.
- `shadowChannel_apply`: the channel multiplies each coefficient $A(Q)$ by the paired fraction of $Q$.
- `shadowChannel_eigenvalue`: if $A$ is non-zero only on sets of size $2k$, the channel multiplies $A$ by $\binom{n}{k}/\binom{2n}{2k}$.
- `sampleCost_two`: for $|Q|=2$ the inverse fraction is $2n-1$.
- `pairedFraction_odd`: for odd $|Q|$ the fraction is zero.

The signs `ε σ Q` stand for the reordering signs. They may be any values $\pm1$, provided that the rotation and its reverse use the same ones. The step from this model to a laboratory state is the identification of `rotate`, `dephase` and `rotateBack` with the action of Hilbert-space unitaries and a noiseless measurement on Majorana coefficients. It is made in the definitions, where no operators or Hilbert space appear.

## Counting the permutations

Let $N_S$ be the number of permutations with $\sigma Q=S$. If $|S|=|T|$, some permutation $\tau$ carries $S$ to $T$: match the elements of the two sets, then those of their complements. The map $\sigma\mapsto\tau\sigma$ is a bijection from the permutations counted by $N_S$ to those counted by $N_T$, with inverse $\sigma\mapsto\tau^{-1}\sigma$. Hence $N_S=c$ for every $S$ of size $|Q|$, and summing over these sets gives

$$(2n)! = \binom{2n}{|Q|}\,c .$$

Now let $|Q|=2k$. A paired set of this size is fixed by the $k$ modes it occupies, so there are $\binom{n}{k}$ of them. The paired fraction is

$$\lambda_k=\frac{\binom{n}{k}\,c}{(2n)!}=\frac{\binom{n}{k}}{\binom{2n}{2k}} .$$

For $k=1$ this is $n/[n(2n-1)]=1/(2n-1)$. A paired set always has an even number of labels, so an odd string is never paired.

In the channel, write $\varepsilon=\pm1$ for the sign belonging to $\sigma$ and $Q$. Rotation puts $\varepsilon A(Q)$ at $\sigma Q$. Measurement keeps it if $\sigma Q$ is paired and otherwise replaces it by zero. Rotating back gives $\varepsilon^2A(Q)=A(Q)$ or zero. The average is $A(Q)$ times the paired fraction.

## The inverse factor in a density-matrix estimate

The one-particle reduced density matrix of a molecule in a finite set of $n$ modes can be computed from the expectation values of $i\gamma_a\gamma_b$ for pairs of labels $a\neq b$. In each shot, check whether the drawn permutation sends $\{a,b\}$ to the two labels of one mode $i$. If it does, record $\pm(2n-1)(1-2\nu_i)$, where $\nu_i$ is the measured occupation and the sign is known from the permutation. Otherwise record zero. The mean of the records estimates $\langle i\gamma_a\gamma_b\rangle$.

A record is $\pm(2n-1)$ with probability $1/(2n-1)$, so its mean square is $2n-1$. This short variance argument, which goes further than the Lean theorems, is the reason for the name sample cost.

## The Lean file

```lean
import Mathlib

open Finset

namespace MajoranaShadows

/-- The Majorana labels of `n` fermionic modes: two for each mode. -/
abbrev Label (n : ℕ) := Fin n × Fin 2

variable {n : ℕ}

/-- The set of labels to which a permutation carries the set `Q`. -/
def move (σ : Equiv.Perm (Label n)) (Q : Finset (Label n)) : Finset (Label n) :=
  Q.map σ.toEmbedding

/-- A set of labels is paired if it contains both labels of a mode or neither. -/
abbrev IsPaired (S : Finset (Label n)) : Prop :=
  ∀ i : Fin n, (i, (0 : Fin 2)) ∈ S ↔ (i, (1 : Fin 2)) ∈ S

/-- The fraction of all label permutations that carry `Q` to a paired set. -/
def pairedFraction (Q : Finset (Label n)) : ℚ :=
  ((univ.filter fun σ : Equiv.Perm (Label n) => IsPaired (move σ Q)).card : ℚ) /
    (Fintype.card (Equiv.Perm (Label n)) : ℚ)

/-- Rotation of an operator, given by its Majorana-string coefficients `A`: the string `Q`
becomes the string `move σ Q` with the sign `ε σ Q`. -/
def rotate (ε : Equiv.Perm (Label n) → Finset (Label n) → ℤˣ) (σ : Equiv.Perm (Label n))
    (A : Finset (Label n) → ℂ) : Finset (Label n) → ℂ :=
  fun S => ((ε σ (move σ⁻¹ S) : ℤ) : ℂ) * A (move σ⁻¹ S)

/-- The rotation back: the string `move σ Q` becomes `Q` with the sign `ε σ Q`. -/
def rotateBack (ε : Equiv.Perm (Label n) → Finset (Label n) → ℤˣ) (σ : Equiv.Perm (Label n))
    (A : Finset (Label n) → ℂ) : Finset (Label n) → ℂ :=
  fun Q => ((ε σ Q : ℤ) : ℂ) * A (move σ Q)

/-- Measurement in the occupation basis keeps the paired strings and deletes the others. -/
def dephase (A : Finset (Label n) → ℂ) : Finset (Label n) → ℂ :=
  fun S => if IsPaired S then A S else 0

/-- The shadow channel: rotate, measure, rotate back, and average over all permutations. -/
noncomputable def shadowChannel (ε : Equiv.Perm (Label n) → Finset (Label n) → ℤˣ)
    (A : Finset (Label n) → ℂ) : Finset (Label n) → ℂ :=
  fun Q => (∑ σ : Equiv.Perm (Label n), rotateBack ε σ (dephase (rotate ε σ A)) Q) /
    (Fintype.card (Equiv.Perm (Label n)) : ℂ)

/-- Carrying a set by a product of permutations is carrying it by one after the other. -/
theorem move_mul (τ σ : Equiv.Perm (Label n)) (Q : Finset (Label n)) :
    move (τ * σ) Q = move τ (move σ Q) :=
  (Finset.map_map σ.toEmbedding τ.toEmbedding Q).symm

/-- Two target sets of equal size are reached from `Q` by equally many permutations. -/
theorem card_fibre_eq (Q S T : Finset (Label n)) (h : S.card = T.card) :
    (univ.filter fun σ : Equiv.Perm (Label n) => move σ Q = S).card =
      (univ.filter fun σ : Equiv.Perm (Label n) => move σ Q = T).card := by
  -- a permutation that carries S to T
  obtain ⟨τ, hτ⟩ : ∃ τ : Equiv.Perm (Label n), move τ S = T := by
    let e : {x // x ∈ S} ≃ {x // x ∈ T} := Finset.equivOfCardEq h
    refine ⟨e.extendSubtype, Finset.eq_of_subset_of_card_le ?_ ?_⟩
    · intro y hy
      obtain ⟨x, hx, rfl⟩ := Finset.mem_map.1 hy
      exact e.extendSubtype_mem x hx
    · simp [move, h]
  -- left multiplication by it matches the two families
  refine Finset.card_bij (fun σ _ => τ * σ) ?_ ?_ ?_
  · intro σ hσ
    have hσ' : move σ Q = S := (mem_filter.1 hσ).2
    exact mem_filter.2 ⟨mem_univ _, (move_mul τ σ Q).trans (by rw [hσ', hτ])⟩
  · intro a _ b _ hab
    exact mul_left_cancel hab
  · intro σ hσ
    have hσ' : move σ Q = T := (mem_filter.1 hσ).2
    refine ⟨τ⁻¹ * σ, mem_filter.2 ⟨mem_univ _, ?_⟩, mul_inv_cancel_left τ σ⟩
    apply Finset.map_injective τ.toEmbedding
    change move τ (move (τ⁻¹ * σ) Q) = move τ S
    rw [← move_mul, mul_inv_cancel_left, hσ', hτ]

/-- Under a random permutation the image of `Q` is uniformly distributed over the label sets
of its size: a family `F` of such sets is hit with probability `|F| / C(2n, |Q|)`. -/
theorem card_hits_mul (Q : Finset (Label n)) (F : Finset (Finset (Label n)))
    (hF : ∀ S ∈ F, S.card = Q.card) :
    (univ.filter fun σ : Equiv.Perm (Label n) => move σ Q ∈ F).card * (2 * n).choose Q.card =
      F.card * Fintype.card (Equiv.Perm (Label n)) := by
  obtain ⟨c, hc⟩ : ∃ c, c =
    (univ.filter fun σ : Equiv.Perm (Label n) => move σ Q = Q).card := ⟨_, rfl⟩
  have count : ∀ G : Finset (Finset (Label n)), (∀ S ∈ G, S.card = Q.card) →
      (univ.filter fun σ : Equiv.Perm (Label n) => move σ Q ∈ G).card = G.card * c := by
    intro G hG
    rw [Finset.card_eq_sum_card_fiberwise (f := fun σ => move σ Q) (t := G)
      (by intro σ hσ; simpa using hσ)]
    refine Finset.sum_const_nat fun S hS => ?_
    rw [hc, ← card_fibre_eq Q S Q (hG S hS)]
    congr 1
    ext σ
    simp only [mem_filter, mem_univ, true_and]
    exact ⟨fun h => h.2, fun h => ⟨by rwa [h], h⟩⟩
  -- the family of all sets of this size is always hit
  have total := count (powersetCard Q.card univ) (fun S hS => (mem_powersetCard.1 hS).2)
  have hu : (univ.filter fun σ : Equiv.Perm (Label n) =>
      move σ Q ∈ powersetCard Q.card univ) = univ :=
    filter_true_of_mem fun σ _ => mem_powersetCard.2 ⟨subset_univ _, card_map _⟩
  have hL : Fintype.card (Label n) = 2 * n := by simp [mul_comm]
  rw [hu, card_powersetCard, card_univ, card_univ, hL] at total
  rw [count F hF, total]
  ring

/-- A paired set consists of both labels of each mode that it touches. -/
theorem IsPaired.eq_product {S : Finset (Label n)} (hp : IsPaired S) :
    (univ.filter fun i : Fin n => (i, (0 : Fin 2)) ∈ S) ×ˢ (univ : Finset (Fin 2)) = S := by
  ext ⟨i, j⟩
  revert j
  rw [Fin.forall_fin_two]
  simp [hp i]

/-- There are `C(n,k)` paired sets with `2k` labels. -/
theorem card_pairedSets (n k : ℕ) :
    ((powersetCard (2 * k) (univ : Finset (Label n))).filter fun S => IsPaired S).card =
      n.choose k := by
  have hk : (powersetCard k (univ : Finset (Fin n))).card = n.choose k := by simp
  rw [← hk]
  symm
  refine Finset.card_bij (fun T _ => T ×ˢ (univ : Finset (Fin 2))) ?_ ?_ ?_
  · intro T hT
    have hT' := (mem_powersetCard.1 hT).2
    refine mem_filter.2 ⟨mem_powersetCard.2 ⟨subset_univ _, ?_⟩, fun i => by simp⟩
    rw [card_product, hT', card_univ, Fintype.card_fin, mul_comm]
  · intro T _ T' _ h
    ext i
    have hi := Finset.ext_iff.1 h (i, 0)
    simpa using hi
  · intro S hS
    obtain ⟨hS1, hp⟩ := mem_filter.1 hS
    have hc := congrArg Finset.card (IsPaired.eq_product hp)
    rw [card_product, (mem_powersetCard.1 hS1).2, card_univ, Fintype.card_fin] at hc
    exact ⟨_, mem_powersetCard.2 ⟨subset_univ _, by omega⟩, IsPaired.eq_product hp⟩

/-- A set of `2k` Majorana labels is carried to `k` complete pairs by the fraction
`C(n,k) / C(2n,2k)` of all permutations. -/
theorem pairedFraction_eq {k : ℕ} (Q : Finset (Label n)) (hQ : Q.card = 2 * k) :
    pairedFraction Q = (n.choose k : ℚ) / ((2 * n).choose (2 * k) : ℚ) := by
  have h := card_hits_mul Q
    ((powersetCard (2 * k) (univ : Finset (Label n))).filter fun S => IsPaired S)
    (fun S hS => by rw [hQ]; exact (mem_powersetCard.1 (mem_filter.1 hS).1).2)
  have hf : (univ.filter fun σ : Equiv.Perm (Label n) => move σ Q ∈
      (powersetCard (2 * k) (univ : Finset (Label n))).filter fun S => IsPaired S) =
      univ.filter fun σ : Equiv.Perm (Label n) => IsPaired (move σ Q) := by
    apply filter_congr
    intro σ _
    rw [mem_filter, mem_powersetCard]
    exact ⟨fun h => h.2, fun h => ⟨⟨subset_univ _, (card_map _).trans hQ⟩, h⟩⟩
  rw [hf, card_pairedSets, hQ] at h
  have hle : 2 * k ≤ 2 * n := by
    have := Finset.card_le_univ Q
    simp only [Fintype.card_prod, Fintype.card_fin] at this
    omega
  have h1 : (Fintype.card (Equiv.Perm (Label n)) : ℚ) ≠ 0 :=
    Nat.cast_ne_zero.2 Fintype.card_ne_zero
  have h2 : ((2 * n).choose (2 * k) : ℚ) ≠ 0 :=
    Nat.cast_ne_zero.2 (Nat.choose_pos hle).ne'
  unfold pairedFraction
  rw [div_eq_div_iff h1 h2]
  exact_mod_cast h

/-- The shadow channel multiplies the coefficient of each Majorana string `Q` by the fraction
of permutations that pair `Q`, whatever the signs `ε`. -/
theorem shadowChannel_apply (ε : Equiv.Perm (Label n) → Finset (Label n) → ℤˣ)
    (A : Finset (Label n) → ℂ) (Q : Finset (Label n)) :
    shadowChannel ε A Q = (pairedFraction Q : ℂ) * A Q := by
  -- the sign enters twice and cancels
  have term : ∀ σ : Equiv.Perm (Label n), rotateBack ε σ (dephase (rotate ε σ A)) Q =
      if IsPaired (move σ Q) then A Q else 0 := by
    intro σ
    have hb : move σ⁻¹ (move σ Q) = Q := by
      rw [← move_mul, inv_mul_cancel]
      exact Finset.map_refl
    unfold rotateBack dephase rotate
    rw [hb]
    split_ifs
    · rcases Int.units_eq_one_or (ε σ Q) with h | h <;> simp [h]
    · exact mul_zero _
  unfold shadowChannel pairedFraction
  rw [Finset.sum_congr rfl fun σ _ => term σ, ← Finset.sum_filter, sum_const, nsmul_eq_mul,
    Rat.cast_div, Rat.cast_natCast, Rat.cast_natCast]
  ring

/-- An operator made of Majorana strings of length `2k` is multiplied by
`C(n,k) / C(2n,2k)` under the shadow channel. -/
theorem shadowChannel_eigenvalue {k : ℕ}
    (ε : Equiv.Perm (Label n) → Finset (Label n) → ℤˣ) (A : Finset (Label n) → ℂ)
    (hA : ∀ Q, A Q ≠ 0 → Q.card = 2 * k) :
    shadowChannel ε A = ((n.choose k : ℂ) / ((2 * n).choose (2 * k) : ℂ)) • A := by
  funext Q
  rw [shadowChannel_apply, Pi.smul_apply, smul_eq_mul]
  by_cases h : A Q = 0
  · rw [h, mul_zero, mul_zero]
  · rw [pairedFraction_eq Q (hA Q h), Rat.cast_div, Rat.cast_natCast, Rat.cast_natCast]

/-- For a string of two Majorana labels the sample-cost factor, the inverse of the paired
fraction, is `2n - 1`. -/
theorem sampleCost_two (Q : Finset (Label n)) (hQ : Q.card = 2) :
    (pairedFraction Q)⁻¹ = 2 * (n : ℚ) - 1 := by
  have hn : (n : ℚ) ≠ 0 := by
    have := Finset.card_le_univ Q
    simp only [Fintype.card_prod, Fintype.card_fin] at this
    exact Nat.cast_ne_zero.2 (by omega)
  rw [pairedFraction_eq (k := 1) Q (by omega), mul_one, Nat.choose_one_right,
    Nat.cast_choose_two, inv_div, div_eq_iff hn]
  push_cast
  ring

/-- No permutation pairs a string with an odd number of Majorana labels. -/
theorem pairedFraction_odd (Q : Finset (Label n)) (hQ : Odd Q.card) :
    pairedFraction Q = 0 := by
  have he : (univ.filter fun σ : Equiv.Perm (Label n) => IsPaired (move σ Q)) = ∅ := by
    refine filter_eq_empty_iff.2 fun σ _ hp => ?_
    have hc := congrArg Finset.card (IsPaired.eq_product hp)
    have hm : (move σ Q).card = Q.card := card_map _
    rw [card_product, hm, card_univ, Fintype.card_fin] at hc
    obtain ⟨m, hm'⟩ := hQ
    omega
  unfold pairedFraction
  rw [he, card_empty, Nat.cast_zero, zero_div]

end MajoranaShadows
```

```lean
#print axioms MajoranaShadows.shadowChannel_eigenvalue
#print axioms MajoranaShadows.sampleCost_two
#print axioms MajoranaShadows.pairedFraction_odd
```

```
'MajoranaShadows.shadowChannel_eigenvalue' depends on axioms: [propext, Classical.choice, Quot.sound]
'MajoranaShadows.sampleCost_two' depends on axioms: [propext, Classical.choice, Quot.sound]
'MajoranaShadows.pairedFraction_odd' depends on axioms: [propext, Classical.choice, Quot.sound]
```

## From equal fibres to the eigenvalue

`card_fibre_eq` proves $N_S=N_T$. It obtains $\tau$ by extending a bijection between the two sets to all labels with `extendSubtype`. `Finset.card_bij` then asks for the three properties of $\sigma\mapsto\tau\sigma$: it lands in the right family, is injective and is surjective.

`card_hits_mul` contains the summation over targets. Its inner claim `count` says that a family $G$ of sets of size $|Q|$ is hit by $|G|\,c$ permutations. Applied to all sets of that size it gives the equation for $(2n)!$, and applied to the given family it gives the number of hits. Eliminating $c$ leaves an identity between natural numbers, without division.

`IsPaired.eq_product` writes a paired set as its modes times both labels. `card_pairedSets` uses this to match paired sets with sets of $k$ modes. `pairedFraction_eq` inserts the count into `card_hits_mul` and converts the product identity to a quotient, after checking that both denominators are non-zero.

In `shadowChannel_apply`, the claim `term` evaluates one permutation's contribution; the cases $\varepsilon=1$ and $\varepsilon=-1$ show the cancellation. `shadowChannel_eigenvalue` then treats each coefficient separately. If it vanishes, both sides are zero; if not, the hypothesis gives $|Q|=2k$ and the fraction applies. The odd case compares $|Q|$ with the even size of a product set, and `omega` finds the contradiction.
